# For symmetric hopping on finitely many states, the kink-number variance is at least the mean

In continuous-time world-line Monte Carlo, a configuration is a periodic path in imaginary time. It rests in basis states $i$ with energies $D_i$ and jumps between them with amplitudes $gK_{ij}$, where $g>0$. Each jump is a kink. If kinks occurred independently at a fixed rate, their number would be Poisson distributed, with variance equal to mean. How does the count fluctuate when the path must close and the energies differ?

## Partition function and kink weights

The basis states form a finite set `ι`.

In Lean 4 with Mathlib:

```lean
import Mathlib

open Matrix

namespace KinkStatistics

noncomputable section

variable {ι : Type*} [Fintype ι] [DecidableEq ι]
```

Write $D$ also for the diagonal matrix of energies. At inverse temperature $\beta$,

$$Z(g)=\operatorname{Tr}e^{-\beta(D-gK)}=\sum_k z_kg^k .$$

```lean
/-- The partition function `Tr exp(-β(D - gK))` with diagonal energies `D` and hopping `K`. -/
def partitionFn (β : ℝ) (D : ι → ℝ) (K : Matrix ι ι ℝ) (g : ℝ) : ℝ :=
  trace (NormedSpace.exp ((-β) • (diagonal D - g • K)))
```

Configurations with $k$ kinks carry the fraction $p_k=z_kg^k/Z(g)$ of the total weight.

```lean
/-- The normalised kink weights `z_k g^k / ∑ z_j g^j`, for a nonzero sum. -/
def kinkProb (z : ℕ → ℝ) (g : ℝ) (k : ℕ) : ℝ := z k * g ^ k / (∑' j, z j * g ^ j)
```

Its mean is $\mu=\sum_k k\,p_k$,

```lean
/-- The mean of a kink-number distribution `p`. -/
def mean (p : ℕ → ℝ) : ℝ := ∑' k : ℕ, (k : ℝ) * p k
```

and its variance is $\sum_k(k-\mu)^2p_k$.

```lean
/-- The variance of a kink-number distribution `p`. -/
def variance (p : ℕ → ℝ) : ℝ := ∑' k : ℕ, ((k : ℝ) - mean p) ^ 2 * p k
```

## Diagonal elements of an exponential

If a continuous linear map $\tau$ satisfies $\tau(x^k)=c^k$ for all $k$, applying it term by term to the exponential series gives $\tau(e^x)=\sum_k c^k/k!=e^c$.

```lean
/-- On a complete real normed algebra, a continuous linear functional that sends every power `x^k`
to `c^k` sends `exp x` to `exp c`. -/
theorem functional_exp {R : Type*} [NormedRing R] [NormedAlgebra ℝ R] [CompleteSpace R]
    (τ : R →L[ℝ] ℝ) (x : R) (c : ℝ) (h : ∀ k : ℕ, τ (x ^ k) = c ^ k) :
    τ (NormedSpace.exp x) = Real.exp c := by
  have h1 := τ.hasSum (NormedSpace.exp_series_hasSum_exp' (𝕂 := ℝ) x)
  simp only [map_smul, h] at h1
  rw [Real.exp_eq_exp_ℝ]
  exact h1.unique (NormedSpace.exp_series_hasSum_exp' (𝕂 := ℝ) c)
```

Taking $\tau$ to be the $i$-th coordinate shows that a diagonal matrix is exponentiated entry by entry.

```lean
/-- The exponential of a real diagonal matrix is taken entry by entry on the diagonal. -/
theorem exp_diagonal_real (d : ι → ℝ) :
    NormedSpace.exp (diagonal d) = diagonal (fun i => Real.exp (d i)) := by
  have he : NormedSpace.exp d = fun i => Real.exp (d i) := by
    funext i
    have h := functional_exp (R := ι → ℝ) (ContinuousLinearMap.proj i) d (d i)
      (fun k => by rw [ContinuousLinearMap.proj_apply, Pi.pow_apply])
    rw [ContinuousLinearMap.proj_apply] at h
    exact h
  rw [Matrix.exp_diagonal, he]
```

For real symmetric $M=U\,\mathrm{diag}(d)\,U^T$ with $U$ orthogonal, the weights $U_{ik}^2$ sum to one over $k$. Jensen's inequality gives

$$e^{M_{ii}}=\exp\Big(\sum_kU_{ik}^2d_k\Big)\le\sum_kU_{ik}^2e^{d_k}=(e^M)_{ii}.$$

The spectral theorem supplies `U` and `d`, and `convexOn_exp.map_sum_le` is the Jensen step.

```lean
/-- For a real symmetric matrix, the exponential of a diagonal element is at most the diagonal
element of the exponential. -/
theorem exp_diag_le {M : Matrix ι ι ℝ} (hM : M.IsSymm) (i : ι) :
    Real.exp (M i i) ≤ NormedSpace.exp M i i := by
  have hH : M.IsHermitian := by
    rw [Matrix.IsHermitian, Matrix.conjTranspose_eq_transpose_of_trivial]; exact hM
  obtain ⟨U, d, hU, hd⟩ : ∃ (U : Matrix ι ι ℝ) (d : ι → ℝ), U * Uᵀ = 1 ∧
      M = U * diagonal d * Uᵀ := by
    refine ⟨hH.eigenvectorUnitary, hH.eigenvalues, ?_, ?_⟩
    · exact Matrix.mem_unitaryGroup_iff.mp hH.eigenvectorUnitary.2
    · have h := hH.spectral_theorem
      rw [Unitary.conjStarAlgAut_apply] at h
      exact h
  have hE := Matrix.exp_conj U (diagonal d) ⟨⟨U, Uᵀ, hU, mul_eq_one_comm.mp hU⟩, rfl⟩
  rw [Matrix.inv_eq_right_inv hU, exp_diagonal_real] at hE
  have hent : ∀ e : ι → ℝ, (U * diagonal e * Uᵀ) i i = ∑ k, U i k ^ 2 * e k := by
    intro e
    rw [Matrix.mul_apply]
    refine Finset.sum_congr rfl fun k _ => ?_
    rw [Matrix.mul_diagonal, Matrix.transpose_apply]
    ring
  have h1 : ∑ k, U i k ^ 2 = 1 := by
    have h := congrFun (congrFun hU i) i
    simpa [Matrix.mul_apply, sq] using h
  rw [hd, hE, hent, hent]
  -- Jensen's inequality
  simpa only [smul_eq_mul] using convexOn_exp.map_sum_le (t := Finset.univ)
    (w := fun k => U i k ^ 2) (p := d) (fun k _ => sq_nonneg _) h1 (fun _ _ => Set.mem_univ _)
```

## Log-convexity of the trace

Let $P,Q$ be real symmetric, not necessarily commuting. Diagonalise $P=U\,\mathrm{diag}(d)\,U^T$ and set $q_i=(U^TQU)_{ii}$. Cauchy-Schwarz, then the previous bound in the rotated basis (`hrot`), give

$$\Big(\sum_i e^{(d_i-q_i)/2}e^{(d_i+q_i)/2}\Big)^2\le\sum_ie^{d_i-q_i}\sum_ie^{d_i+q_i}\le\operatorname{Tr}e^{P-Q}\operatorname{Tr}e^{P+Q}.$$

The left side is $(\operatorname{Tr}e^P)^2$.

```lean
/-- For real symmetric `P` and `Q`, `(Tr e^P)² ≤ Tr e^(P-Q) · Tr e^(P+Q)`. -/
theorem trace_exp_midpoint {P Q : Matrix ι ι ℝ} (hP : P.IsSymm) (hQ : Q.IsSymm) :
    trace (NormedSpace.exp P) ^ 2 ≤
      trace (NormedSpace.exp (P - Q)) * trace (NormedSpace.exp (P + Q)) := by
  have hH : P.IsHermitian := by
    rw [Matrix.IsHermitian, Matrix.conjTranspose_eq_transpose_of_trivial]; exact hP
  obtain ⟨U, d, hU, hd⟩ : ∃ (U : Matrix ι ι ℝ) (d : ι → ℝ), U * Uᵀ = 1 ∧
      P = U * diagonal d * Uᵀ := by
    refine ⟨hH.eigenvectorUnitary, hH.eigenvalues, ?_, ?_⟩
    · exact Matrix.mem_unitaryGroup_iff.mp hH.eigenvectorUnitary.2
    · have h := hH.spectral_theorem
      rw [Unitary.conjStarAlgAut_apply] at h
      exact h
  have hU' : Uᵀ * U = 1 := mul_eq_one_comm.mp hU
  have htr : ∀ N : Matrix ι ι ℝ,
      trace (NormedSpace.exp (Uᵀ * N * U)) = trace (NormedSpace.exp N) := by
    intro N
    have he := Matrix.exp_conj' U N ⟨⟨U, Uᵀ, hU, hU'⟩, rfl⟩
    rw [Matrix.inv_eq_right_inv hU] at he
    rw [he, Matrix.trace_mul_cycle, hU, one_mul]
  have hrot : ∀ N : Matrix ι ι ℝ, N.IsSymm →
      ∑ i, Real.exp ((Uᵀ * N * U) i i) ≤ trace (NormedSpace.exp N) := by
    intro N hN
    have hs : (Uᵀ * N * U).IsSymm := by
      rw [Matrix.IsSymm, Matrix.transpose_mul, Matrix.transpose_mul, hN.eq,
        Matrix.transpose_transpose, Matrix.mul_assoc]
    rw [← htr N]
    exact Finset.sum_le_sum fun i _ => exp_diag_le hs i
  have hPd : Uᵀ * P * U = diagonal d := by
    calc Uᵀ * P * U = (Uᵀ * U) * diagonal d * (Uᵀ * U) := by
          rw [hd]; simp only [Matrix.mul_assoc]
      _ = _ := by rw [hU', one_mul, mul_one]
  have h1 := hrot _ (hP.sub hQ)
  have h2 := hrot _ (hP.add hQ)
  simp only [Matrix.mul_sub, Matrix.sub_mul, Matrix.mul_add, Matrix.add_mul, hPd,
    Matrix.sub_apply, Matrix.add_apply, diagonal_apply_eq] at h1 h2
  rw [← htr P, hPd, exp_diagonal_real, Matrix.trace_diagonal]
  -- Cauchy-Schwarz in the eigenbasis of P
  have hcs := Finset.sum_mul_sq_le_sq_mul_sq Finset.univ
    (fun i => Real.exp ((d i - (Uᵀ * Q * U) i i) / 2))
    (fun i => Real.exp ((d i + (Uᵀ * Q * U) i i) / 2))
  simp only [sq (Real.exp _), ← Real.exp_add, add_halves] at hcs
  have hm : ∀ x y : ℝ, (x - y) / 2 + (x + y) / 2 = x := fun x y => by ring
  simp only [hm] at hcs
  exact hcs.trans (mul_le_mul h1 h2 (Finset.sum_nonneg fun _ _ => (Real.exp_pos _).le)
    ((Finset.sum_nonneg fun _ _ => (Real.exp_pos _).le).trans h1))
```

## From midpoints to derivatives

If $f(g)=\sum_ka_kg^k$ for every real $g$, then $gf'(g)=\sum_kk\,a_kg^k$. Termwise differentiation is allowed because, with $r=|g|+1$ and $|y|<r$, we have $|k\,y^{k-1}|\le(2r)^k$, and $\sum_k|a_k|(2r)^k$ converges.

```lean
/-- If `f(g)` is the sum of `a_k g^k` for all real `g`, then `f` is differentiable and
`g f'(g)` is the sum of `k a_k g^k`. -/
theorem series_deriv {a : ℕ → ℝ} {f : ℝ → ℝ} (h : ∀ g, HasSum (fun k => a k * g ^ k) (f g)) :
    ∃ f' : ℝ → ℝ, ∀ g, HasDerivAt f (f' g) g ∧
      HasSum (fun k : ℕ => ((k : ℝ) * a k) * g ^ k) (g * f' g) := by
  refine ⟨fun g => ∑' k : ℕ, a k * ((k : ℝ) * g ^ (k - 1)), fun g => ?_⟩
  obtain ⟨r, hr⟩ : ∃ r, r = |g| + 1 := ⟨_, rfl⟩
  have hr1 : 1 ≤ r := by rw [hr]; linarith [abs_nonneg g]
  have hu : Summable fun k => ‖a k * (2 * r) ^ k‖ := (h (2 * r)).summable.norm
  have hb : ∀ (k : ℕ) (y : ℝ), y ∈ Metric.ball (0 : ℝ) r →
      ‖a k * ((k : ℝ) * y ^ (k - 1))‖ ≤ ‖a k * (2 * r) ^ k‖ := by
    intro k y hy
    have hy' : |y| ≤ r := by
      rw [mem_ball_zero_iff, Real.norm_eq_abs] at hy; exact hy.le
    have hk : (k : ℝ) ≤ 2 ^ k := by exact_mod_cast (Nat.lt_two_pow_self (n := k)).le
    have hp : |y| ^ (k - 1) ≤ r ^ k := (pow_le_pow_left₀ (abs_nonneg y) hy' _).trans
      (pow_le_pow_right₀ hr1 (Nat.sub_le k 1))
    have hle : |(k : ℝ) * y ^ (k - 1)| ≤ (2 * r) ^ k := by
      rw [abs_mul, abs_pow, Nat.abs_cast, mul_pow]
      exact mul_le_mul hk hp (by positivity) (by positivity)
    rw [Real.norm_eq_abs (a k * ((k : ℝ) * y ^ (k - 1))), Real.norm_eq_abs (a k * (2 * r) ^ k),
      abs_mul (a k) ((k : ℝ) * y ^ (k - 1)), abs_mul (a k) ((2 * r) ^ k)]
    exact mul_le_mul_of_nonneg_left (hle.trans (le_abs_self _)) (abs_nonneg (a k))
  have hg : g ∈ Metric.ball (0 : ℝ) r := by
    rw [mem_ball_zero_iff, Real.norm_eq_abs, hr]; linarith
  constructor
  · have hf : f = fun z => ∑' k, a k * z ^ k := funext fun z => (h z).tsum_eq.symm
    rw [hf]
    exact hasDerivAt_tsum_of_isPreconnected hu Metric.isOpen_ball
      (convex_ball (0 : ℝ) r).isPreconnected
      (fun k y _ => (hasDerivAt_pow k y).const_mul (a k)) hb hg (h g).summable hg
  · have hs : Summable fun k : ℕ => a k * ((k : ℝ) * g ^ (k - 1)) :=
      Summable.of_norm_bounded (g := fun k => ‖a k * (2 * r) ^ k‖) hu fun k => hb k g hg
    have e : (fun k : ℕ => ((k : ℝ) * a k) * g ^ k) =
        fun k : ℕ => g * (a k * ((k : ℝ) * g ^ (k - 1))) := by
      funext k
      cases k with
      | zero => simp
      | succ k => rw [Nat.add_sub_cancel, pow_succ]; ring
    rw [e]
    exact hs.hasSum.mul_left g
```

Suppose $f(t)^2\le f(t-h)f(t+h)$ for all $h$. Then $\psi(h)=f(t)^2-f(t-h)f(t+h)$ is never positive, while

$$\psi(0)=\psi'(0)=0,\qquad \psi''(0)=2\big(f'(t)^2-f(t)f''(t)\big).$$

If $\psi''(0)$ were positive, $0$ would be a local minimum. With $\psi\le0$ this makes $\psi$ vanish near $0$, so $\psi''(0)=0$, a contradiction. Hence $f'^2\le ff''$ at $t$.

```lean
/-- If `f(t)² ≤ f(t-h) f(t+h)` for all `h`, then `f'(t)² ≤ f(t) f''(t)`, for differentiable `f`
whose derivative is differentiable at `t`. -/
theorem sq_deriv_le {f f' : ℝ → ℝ} {f'' t : ℝ} (hf : ∀ x, HasDerivAt f (f' x) x)
    (hf' : HasDerivAt f' f'' t) (hmid : ∀ h, f t ^ 2 ≤ f (t - h) * f (t + h)) :
    f' t ^ 2 ≤ f t * f'' := by
  by_contra hlt
  let ψ : ℝ → ℝ := fun h => f t ^ 2 - f (t - h) * f (t + h)
  have h1 : deriv ψ = fun h => f' (t - h) * f (t + h) - f (t - h) * f' (t + h) := by
    funext h
    refine HasDerivAt.deriv ?_
    refine (((HasDerivAt.comp_const_sub t h (hf _)).fun_mul
      (HasDerivAt.comp_const_add t h (hf _))).const_sub (f t ^ 2)).congr_deriv ?_
    ring
  have h2 : deriv (deriv ψ) 0 = 2 * (f' t ^ 2 - f t * f'') := by
    rw [h1]
    refine HasDerivAt.deriv ?_
    have hm : HasDerivAt (fun h => f' (t - h)) (-f'') 0 :=
      HasDerivAt.comp_const_sub t 0 (by simpa using hf')
    have hp : HasDerivAt (fun h => f' (t + h)) f'' 0 :=
      HasDerivAt.comp_const_add t 0 (by simpa using hf')
    refine ((hm.fun_mul (HasDerivAt.comp_const_add t 0 (hf _))).fun_sub
      ((HasDerivAt.comp_const_sub t 0 (hf _)).fun_mul hp)).congr_deriv ?_
    simp only [sub_zero, add_zero]
    ring
  have hpos : 0 < deriv (deriv ψ) 0 := by rw [h2]; linarith [not_le.mp hlt]
  have hc : ContinuousAt ψ 0 := by
    have hcf : Continuous f := continuous_iff_continuousAt.mpr fun x => (hf x).continuousAt
    exact Continuous.continuousAt (by fun_prop)
  have hmin : IsLocalMin ψ 0 :=
    isLocalMin_of_deriv_deriv_pos hpos (by rw [h1]; simp [mul_comm]) hc
  -- a minimum that is also a maximum forces a locally constant function
  have hz : ψ =ᶠ[nhds 0] fun _ => (0 : ℝ) := by
    filter_upwards [hmin] with h hh
    have h0 : ψ 0 = 0 := by simp only [ψ, sub_zero, add_zero]; ring
    have hle : ψ h ≤ 0 := sub_nonpos.mpr (hmid h)
    linarith
  have h3 : deriv (deriv ψ) 0 = 0 := by rw [hz.deriv.deriv_eq]; simp
  linarith
```

## Variance minus mean

Let $f$ be the sum of the weights. Applying the series rule twice gives

$$\mu=\frac{gf'}{f},\qquad \sum_kk^2p_k=\frac{g(gf')'}{f}=\frac{gf'+g^2f''}{f},$$

and therefore

$$\text{variance}-\mu=\frac{g^2}{f^2}\,(ff''-f'^2)\ge0 .$$

In the code `f1` is $f'$ and `f2` is $(gf')'$, so $f''$ appears as `(f2 g - f1 g) / g`.

```lean
/-- Let `f(x)` be the sum of `z_k x^k` for all real `x`, with `g > 0`, `f(g) > 0` and
`f(g)² ≤ f(g-h) f(g+h)` for all `h`. Then the normalised weights at `g` sum to one, their second
moment converges, and their variance is at least their mean. -/
theorem mean_le_variance_of_midpoint {z : ℕ → ℝ} {f : ℝ → ℝ} {g : ℝ} (hg : 0 < g)
    (hz : ∀ x, HasSum (fun k => z k * x ^ k) (f x)) (hZ : 0 < f g)
    (hmid : ∀ h, f g ^ 2 ≤ f (g - h) * f (g + h)) :
    HasSum (kinkProb z g) 1 ∧ Summable (fun k : ℕ => (k : ℝ) ^ 2 * kinkProb z g k) ∧
      mean (kinkProb z g) ≤ variance (kinkProb z g) := by
  have hZ0 : f g ≠ 0 := hZ.ne'
  have hg0 : g ≠ 0 := hg.ne'
  obtain ⟨f1, h1⟩ := series_deriv hz
  obtain ⟨f2, h2⟩ := series_deriv fun x => (h1 x).2
  have hf1 : HasDerivAt f1 ((f2 g - f1 g) / g) g := by
    have hq := ((h2 g).1.fun_div (hasDerivAt_id' g) hg0).congr_of_eventuallyEq
      (f₁ := f1) (by
        filter_upwards [eventually_ne_nhds hg0] with x hx
        field_simp)
    refine hq.congr_deriv ?_
    field_simp
  have hconv := sq_deriv_le (fun x => (h1 x).1) hf1 hmid
  -- the moments are logarithmic derivatives
  obtain ⟨p, hp⟩ : ∃ p, p = kinkProb z g := ⟨_, rfl⟩
  have hpk : ∀ k, p k = z k * g ^ k / f g := fun k => by
    rw [hp, kinkProb, (hz g).tsum_eq]
  rw [← hp]
  have hm0 : HasSum p 1 := by
    have h := (hz g).div_const (f g)
    rw [div_self hZ0] at h
    rw [show p = fun k => z k * g ^ k / f g from funext hpk]
    exact h
  have hm1 : HasSum (fun k : ℕ => (k : ℝ) * p k) (g * f1 g / f g) := by
    have e : (fun k : ℕ => (k : ℝ) * p k) = fun k : ℕ => (k : ℝ) * z k * g ^ k / f g := by
      funext k; rw [hpk]; ring
    rw [e]
    exact (h1 g).2.div_const (f g)
  have hm2 : HasSum (fun k : ℕ => (k : ℝ) ^ 2 * p k) (g * f2 g / f g) := by
    have e : (fun k : ℕ => (k : ℝ) ^ 2 * p k) =
        fun k : ℕ => (k : ℝ) * ((k : ℝ) * z k) * g ^ k / f g := by
      funext k; rw [hpk]; ring
    rw [e]
    exact (h2 g).2.div_const (f g)
  refine ⟨hm0, hm2.summable, ?_⟩
  obtain ⟨μ, hμ⟩ : ∃ μ, μ = mean p := ⟨_, rfl⟩
  have hmean : μ = g * f1 g / f g := by rw [hμ, mean, hm1.tsum_eq]
  have hvar : variance p = g * f2 g / f g - 2 * μ * (g * f1 g / f g) + μ ^ 2 * 1 := by
    have e : (fun k : ℕ => ((k : ℝ) - μ) ^ 2 * p k) = fun k : ℕ =>
        (k : ℝ) ^ 2 * p k - 2 * μ * ((k : ℝ) * p k) + μ ^ 2 * p k := by
      funext k; ring
    rw [variance, ← hμ, e]
    exact ((hm2.sub (hm1.mul_left (2 * μ))).add (hm0.mul_left (μ ^ 2))).tsum_eq
  have hid : variance p - μ = g ^ 2 / f g ^ 2 * (f g * ((f2 g - f1 g) / g) - f1 g ^ 2) := by
    rw [hvar, hmean]
    field_simp
    ring
  rw [← hμ, ← sub_nonneg, hid]
  exact mul_nonneg (by positivity) (sub_nonneg.mpr hconv)
```

## The kink-number inequality

Put $P=-\beta(D-gK)$ and $Q=h\beta K$. Then $P\pm Q$ is the exponent at amplitude $g\pm h$, so $Z$ satisfies the midpoint condition. Also $Z(g)\ge\sum_ie^{P_{ii}}>0$.

The theorem takes at least one state, $g>0$, a symmetric `K` (`hK`), and coefficients `z` whose series converges to the partition function at every real amplitude (`hz`). It concludes that the normalised weights sum to one, that their second moment converges, and that mean ≤ variance. It needs neither a sign condition on $\beta$ or $K$ nor a zero diagonal.

The step left to physics is the Dyson expansion, which identifies $z_kg^k$ with the total weight of $k$-kink paths. For $\beta\ge0$ and $K_{ij}\ge0$ these weights are nonnegative, and $p$ is a probability distribution; with other signs some weights can be negative, and $p$ need not be a probability distribution.

```lean
/-- Let `z_k` be the coefficients of the partition function in powers of the hopping amplitude,
with symmetric `K` and a nonempty set of states. For `g > 0` the normalised kink weights sum to
one, their second moment converges, and their variance is at least their mean. -/
theorem mean_le_variance [Nonempty ι] {β g : ℝ} (hg : 0 < g) {D : ι → ℝ} {K : Matrix ι ι ℝ}
    (hK : K.IsSymm) {z : ℕ → ℝ}
    (hz : ∀ x, HasSum (fun k => z k * x ^ k) (partitionFn β D K x)) :
    HasSum (kinkProb z g) 1 ∧ Summable (fun k : ℕ => (k : ℝ) ^ 2 * kinkProb z g k) ∧
      mean (kinkProb z g) ≤ variance (kinkProb z g) := by
  have hsym : ((-β) • (diagonal D - g • K)).IsSymm :=
    ((Matrix.isSymm_diagonal D).sub (hK.smul g)).smul (-β)
  have hZ : 0 < partitionFn β D K g :=
    Finset.sum_pos (fun i _ => (Real.exp_pos _).trans_le (exp_diag_le hsym i))
      Finset.univ_nonempty
  refine mean_le_variance_of_midpoint hg hz hZ fun h => ?_
  -- log-convexity of the partition function in the hopping amplitude
  have hm := trace_exp_midpoint hsym ((hK.smul β).smul h)
  have e1 : (-β) • (diagonal D - g • K) - h • β • K =
      (-β) • (diagonal D - (g - h) • K) := by module
  have e2 : (-β) • (diagonal D - g • K) + h • β • K =
      (-β) • (diagonal D - (g + h) • K) := by module
  rw [e1, e2] at hm
  exact hm
```

For such sign-free finite models, $-k/\beta$ with $\beta>0$ estimates the hopping energy, and the inequality limits its precision: over $N$ independent samples the relative standard error is at least $1/\sqrt{N\mu}$ when $\mu>0$.

## Equality for the identity matrix

For $K=1$, $Z(x)=\big(\sum_ie^{-\beta D_i}\big)e^{\beta x}$. This verifies the expansion hypothesis in one case. When $\beta\ge0$ and there is at least one state, the normalised weights are Poisson with mean $\beta g$, so the bound is attained, although these "kinks" leave the state unchanged.

```lean
/-- For `K` the identity matrix, the partition function has the expansion coefficients
`(∑ exp(-β D_i)) β^k / k!`. -/
theorem expansion_witness (β : ℝ) (D : ι → ℝ) (x : ℝ) :
    HasSum (fun k : ℕ => (∑ i, Real.exp (-β * D i)) * (β ^ k / (k.factorial : ℝ)) * x ^ k)
      (partitionFn β D 1 x) := by
  have hs : (-β) • (diagonal D - x • (1 : Matrix ι ι ℝ)) =
      diagonal (fun i => -β * D i + β * x) := by
    ext i j
    by_cases h : i = j
    · subst h; simp; ring
    · simp [h]
  have he := (NormedSpace.exp_series_hasSum_exp' (𝕂 := ℝ) (β * x)).mul_left
    (∑ i, Real.exp (-β * D i))
  rw [← Real.exp_eq_exp_ℝ] at he
  have e : (fun k : ℕ => (∑ i, Real.exp (-β * D i)) * (β ^ k / (k.factorial : ℝ)) * x ^ k) =
      fun k : ℕ => (∑ i, Real.exp (-β * D i)) * ((k.factorial : ℝ)⁻¹ • (β * x) ^ k) := by
    funext k; rw [smul_eq_mul, mul_pow]; ring
  rw [partitionFn, hs, exp_diagonal_real, Matrix.trace_diagonal, e]
  simp only [Real.exp_add, ← Finset.sum_mul]
  exact he

end

end KinkStatistics
```

```lean
#print axioms KinkStatistics.mean_le_variance
```

```
'KinkStatistics.mean_le_variance' depends on axioms: [propext, Classical.choice, Quot.sound]
```

## One-way hopping on a ring of three states

Nonnegative entries and a zero diagonal do not suffice without symmetry. Let $D=0$ and let $K$ move each of three states to the next. This $K$ is not Hermitian, so $-gK$ is not the Hamiltonian of a closed quantum system; the example only shows that the symmetry hypothesis cannot be dropped. With $x=\beta g$, $Z=e^x+2e^{-x/2}\cos(\sqrt3x/2)$ and, with primes for $d/dx$,

$$ZZ''-Z'^2=-3\Big[e^{-x}+2e^{x/2}\cos\Big(\tfrac{\sqrt3}{2}x+\tfrac{2\pi}{3}\Big)\Big].$$

At $x=8\pi/(3\sqrt3)$ the cosine is $1$, so the variance is below the mean. Closed paths here contain only multiples of three kinks.
